# An informationally complete POVM on a d-dimensional quantum system has at least d² outcomes

## States, effects and completeness

The system has the finite-dimensional state space ℂ^d. The letter i labels measurement outcomes, I is the imaginary unit, 1 also stands for the identity matrix, and A† is the conjugate transpose of A.

A density matrix ρ is a positive semidefinite complex d × d matrix with Tr ρ = 1. A POVM with k outcomes is a list of positive semidefinite d × d matrices E_0, …, E_{k−1}, called effects, with

E_0 + … + E_{k−1} = 1.

In the state ρ, outcome i has probability

p_i = Tr(ρ E_i).

The POVM is informationally complete if these probabilities determine the state: whenever Tr(ρ E_i) = Tr(σ E_i) for every i, the density matrices ρ and σ are equal.

## The bound and its use in tomography

If a POVM with k outcomes is informationally complete, then

d² ≤ k.

For tomography that must recover every state of n qubits, pure or mixed, from a single POVM with exactly known probabilities, this means at least 4^n outcomes. In particular, measuring in one orthonormal basis is not enough once d ≥ 2. For a qubit measured in the basis |0⟩, |1⟩, the states (|0⟩ + |1⟩)/√2 and (|0⟩ − |1⟩)/√2 both give the probabilities 1/2, 1/2.

Completeness speaks only about density matrices, whereas a dimension count needs a linear map on a whole vector space. The derivation connects the two.

## Traceless Hermitian matrices as differences of states

Let H be Hermitian, traceless and nonzero. Put

P = (H + 1)², Q = (H − 1)².

Since H ± 1 is Hermitian, both squares have the form M†M and are positive semidefinite. Expanding gives

P − Q = (H² + 2H + 1) − (H² − 2H + 1) = 4H.

As Tr H = 0, the two traces agree; call their common value t. It is real and non-negative. If t were zero, P and Q would both vanish, because a positive semidefinite matrix of trace zero is zero, and then H = 0. So t > 0, the matrices ρ = P/t and σ = Q/t are density matrices, and

H = (t/4)(ρ − σ).

## From states to all matrices

Let the POVM be informationally complete, and suppose Tr(A E_i) = 0 for every i. The aim is A = 0.

Take first a Hermitian matrix A = H. The effects sum to the identity, so

Tr H = Σ_i Tr(H E_i) = 0.

If H were nonzero, it would equal c(ρ − σ) with c ≠ 0 and density matrices ρ, σ. Then Tr(ρ E_i) = Tr(σ E_i) for all i, completeness gives ρ = σ, and H = 0 after all.

For general A, the effects are Hermitian, so Tr(A† E_i) is the complex conjugate of Tr(A E_i) and also vanishes. The matrices

S = A + A†, T = I(A − A†)

are Hermitian and have zero trace against every effect. Both are therefore zero, and

A = (S − I T)/2 = 0.

Conversely, if only A = 0 has all these traces zero, applying this to A = ρ − σ gives completeness.

## Comparing dimensions

The map

A ↦ (Tr(A E_0), …, Tr(A E_{k−1}))

is linear from the d × d matrices, of complex dimension d², to ℂ^k. For a complete POVM only A = 0 is sent to zero, so the map is injective and d² ≤ k.

## A qubit state recovered from four probabilities

With the Pauli matrices X, Y, Z, consider the effects

E_0 = (1 + X)/6, E_1 = (1 + Y)/6, E_2 = (1 + Z)/6,
E_3 = (3·1 − X − Y − Z)/6.

They form a POVM with 4 = 2² outcomes. For ρ = (1 + xX + yY + zZ)/2 the probabilities are

p_0 = (1 + x)/6, p_1 = (1 + y)/6, p_2 = (1 + z)/6, p_3 = (3 − x − y − z)/6.

Suppose the probabilities are 1/4, 1/6, 1/4, 1/3. Then x = 6/4 − 1 = 1/2, y = 0 and z = 1/2, and the last value checks: (3 − 1)/6 = 1/3. The state has rows

(3/4, 1/4)
(1/4, 1/4).

Its trace is 1 and its determinant is 1/8, so it is a density matrix.

## Three effects that do not sum to the identity

The bound fails if the effects need not sum to the identity. Keep only E_0, E_1 and E_2 from the example. They are positive semidefinite, and p_0, p_1, p_2 still fix x, y, z and hence ρ, although 3 < 4. The argument breaks at Tr H = 0: the nonzero Hermitian matrix H = 1 − X − Y − Z satisfies Tr(H E_i) = 0 for i = 0, 1, 2, but its trace is 2, so it is not a multiple of a difference of density matrices. This three-effect example is argued here by hand and is absent from the Lean file.

## The physics in Lean's terms

`Matrix (Fin d) (Fin d) ℂ` is the type of operators on ℂ^d in a fixed basis, with indices starting at 0. `IsDensity` and `IsPOVM` are the two definitions above, and a measurement is a function `E` from `Fin k` to matrices. `InfoComplete E` compares the traces as complex numbers; for density matrices and effects they are real probabilities.

The main theorem, `sq_le_outcomes`, takes `IsPOVM E` and `InfoComplete E` and concludes `d ^ 2 ≤ k`. It does not assume d ≥ 1; for d = 0 the inequality is trivial. `exists_indistinguishable` says that a POVM with exactly d outcomes, d ≥ 2, gives the same probabilities for some pair of different density matrices. `qubitPOVM_witness` says that the four-outcome example is a POVM and is complete, so the bound is attained for d = 2.

The theorems concern one POVM in finite dimension with exact probabilities. They say nothing about statistical error, about attaining the bound for general d, or about states known in advance to lie in a smaller set, such as the pure states.

```lean
import Mathlib

open Matrix
open scoped ComplexOrder

namespace InformationalCompleteness

noncomputable section

/-- A density matrix: positive semidefinite with unit trace. -/
structure IsDensity {d : ℕ} (ρ : Matrix (Fin d) (Fin d) ℂ) : Prop where
  pos : ρ.PosSemidef
  trace_one : ρ.trace = 1

/-- A POVM with `k` outcomes: positive semidefinite effects that sum to the identity. -/
structure IsPOVM {d k : ℕ} (E : Fin k → Matrix (Fin d) (Fin d) ℂ) : Prop where
  pos : ∀ i, (E i).PosSemidef
  sum_eq : ∑ i, E i = 1

/-- Informational completeness: density matrices with the same outcome probabilities
`Tr(ρ E_i)` are equal. -/
def InfoComplete {d k : ℕ} (E : Fin k → Matrix (Fin d) (Fin d) ℂ) : Prop :=
  ∀ ρ σ, IsDensity ρ → IsDensity σ →
    (∀ i, (ρ * E i).trace = (σ * E i).trace) → ρ = σ

/-- A positive semidefinite matrix of nonzero trace, divided by its trace, is a density
matrix. -/
theorem isDensity_normalize {d : ℕ} {P : Matrix (Fin d) (Fin d) ℂ}
    (hP : P.PosSemidef) (ht : P.trace ≠ 0) : IsDensity (P.trace⁻¹ • P) := by
  obtain ⟨hr, hi⟩ := Complex.nonneg_iff.mp hP.trace_nonneg
  have e : P.trace = ((P.trace.re : ℝ) : ℂ) :=
    Complex.ext (by simp) (by simp [← hi])
  have hinv : 0 ≤ P.trace⁻¹ := by
    rw [e, ← Complex.ofReal_inv]
    exact Complex.zero_le_real.mpr (inv_nonneg.mpr hr)
  exact ⟨hP.smul hinv, by rw [trace_smul, smul_eq_mul, inv_mul_cancel₀ ht]⟩

/-- Every nonzero traceless Hermitian matrix is a multiple of the difference of two density
matrices. -/
theorem traceless_eq_smul_sub {d : ℕ} {H : Matrix (Fin d) (Fin d) ℂ}
    (hH : H.IsHermitian) (h0 : H.trace = 0) (hne : H ≠ 0) :
    ∃ ρ σ, IsDensity ρ ∧ IsDensity σ ∧ ∃ c : ℂ, H = c • (ρ - σ) := by
  obtain ⟨P, hPd⟩ : ∃ P, P = (H + 1)ᴴ * (H + 1) := ⟨_, rfl⟩
  obtain ⟨Q, hQd⟩ : ∃ Q, Q = (H - 1)ᴴ * (H - 1) := ⟨_, rfl⟩
  have hP : P.PosSemidef := by rw [hPd]; exact posSemidef_conjTranspose_mul_self _
  have hQ : Q.PosSemidef := by rw [hQd]; exact posSemidef_conjTranspose_mul_self _
  -- the polarisation identity (H+1)² - (H-1)² = 4H
  have hPQ : P - Q = (4 : ℂ) • H := by
    have h1 : P - Q = H + H + H + H := by
      rw [hPd, hQd, conjTranspose_add, conjTranspose_sub, conjTranspose_one, hH.eq]
      noncomm_ring
    rw [h1]
    module
  have htr : P.trace = Q.trace := by
    have h := congrArg Matrix.trace hPQ
    rw [trace_sub, trace_smul, h0, smul_zero] at h
    exact sub_eq_zero.mp h
  have ht : P.trace ≠ 0 := by
    intro h
    have hP0 : P = 0 := hP.trace_eq_zero_iff.mp h
    have hQ0 : Q = 0 := hQ.trace_eq_zero_iff.mp (htr ▸ h)
    have h4 : (4 : ℂ) • H = 0 := by rw [← hPQ, hP0, hQ0, sub_zero]
    exact hne ((smul_eq_zero.mp h4).resolve_left (by norm_num))
  refine ⟨_, _, isDensity_normalize hP ht, isDensity_normalize hQ (htr ▸ ht),
    P.trace / 4, ?_⟩
  have hc : P.trace / 4 * P.trace⁻¹ * 4 = 1 := by field_simp
  calc H = (P.trace / 4 * P.trace⁻¹ * 4) • H := by rw [hc, one_smul]
    _ = _ := by
      rw [← htr, ← smul_sub, hPQ]
      simp only [smul_smul, mul_assoc]

/-- A POVM is informationally complete exactly when the zero matrix is the only complex
matrix `A` with `Tr(A E_i) = 0` for every outcome. -/
theorem infoComplete_iff {d k : ℕ} {E : Fin k → Matrix (Fin d) (Fin d) ℂ}
    (hE : IsPOVM E) :
    InfoComplete E ↔ ∀ A, (∀ i, (A * E i).trace = 0) → A = 0 := by
  constructor
  · intro hIC
    -- first for Hermitian matrices
    have key : ∀ H : Matrix (Fin d) (Fin d) ℂ, H.IsHermitian →
        (∀ i, (H * E i).trace = 0) → H = 0 := by
      intro H hH h
      by_contra hne
      have h0 : H.trace = 0 := by
        calc H.trace = (H * ∑ i, E i).trace := by rw [hE.sum_eq, mul_one]
          _ = 0 := by
            rw [Finset.mul_sum, trace_sum]
            exact Finset.sum_eq_zero fun i _ => h i
      obtain ⟨ρ, σ, hρ, hσ, c, hc⟩ := traceless_eq_smul_sub hH h0 hne
      have hc0 : c ≠ 0 := by
        rintro rfl
        exact hne (by rw [hc, zero_smul])
      have heq : ρ = σ := hIC ρ σ hρ hσ fun i => by
        have hi := h i
        rw [hc, Matrix.smul_mul, trace_smul, Matrix.sub_mul, trace_sub] at hi
        exact sub_eq_zero.mp ((smul_eq_zero.mp hi).resolve_left hc0)
      exact hne (by rw [hc, heq, sub_self, smul_zero])
    intro A h
    have h' : ∀ i, (Aᴴ * E i).trace = 0 := by
      intro i
      have e : Aᴴ * E i = (E i * A)ᴴ := by
        rw [conjTranspose_mul, (hE.pos i).isHermitian.eq]
      rw [e, trace_conjTranspose, trace_mul_comm, h i, star_zero]
    -- then for the Hermitian and anti-Hermitian parts of A
    have hX : A + Aᴴ = 0 := by
      apply key
      · change (A + Aᴴ)ᴴ = A + Aᴴ
        rw [conjTranspose_add, conjTranspose_conjTranspose, add_comm]
      · intro i
        rw [Matrix.add_mul, trace_add, h i, h' i, add_zero]
    have hY : Complex.I • (A - Aᴴ) = 0 := by
      apply key
      · change (Complex.I • (A - Aᴴ))ᴴ = Complex.I • (A - Aᴴ)
        rw [conjTranspose_smul, conjTranspose_sub, conjTranspose_conjTranspose,
          Complex.star_def, Complex.conj_I]
        module
      · intro i
        rw [Matrix.smul_mul, trace_smul, Matrix.sub_mul, trace_sub, h i, h' i, sub_zero,
          smul_zero]
    have hZ : A - Aᴴ = 0 := (smul_eq_zero.mp hY).resolve_left Complex.I_ne_zero
    calc A = (1 / 2 : ℂ) • ((A + Aᴴ) + (A - Aᴴ)) := by module
      _ = 0 := by rw [hX, hZ, add_zero, smul_zero]
  · intro h ρ σ _ _ hp
    exact sub_eq_zero.mp (h _ fun i => by
      rw [Matrix.sub_mul, trace_sub, hp i, sub_self])

/-- The linear map that sends a matrix `A` to the list of numbers `Tr(A E_i)`. -/
def bornMap {d k : ℕ} (E : Fin k → Matrix (Fin d) (Fin d) ℂ) :
    Matrix (Fin d) (Fin d) ℂ →ₗ[ℂ] (Fin k → ℂ) where
  toFun A i := (A * E i).trace
  map_add' A B := by
    funext i
    simp [Matrix.add_mul, trace_add]
  map_smul' c A := by
    funext i
    simp [trace_smul]

/-- An informationally complete POVM on a `d`-dimensional system has at least `d ^ 2`
outcomes. -/
theorem sq_le_outcomes {d k : ℕ} {E : Fin k → Matrix (Fin d) (Fin d) ℂ}
    (hE : IsPOVM E) (hIC : InfoComplete E) : d ^ 2 ≤ k := by
  have hinj : Function.Injective (bornMap E) :=
    (injective_iff_map_eq_zero (bornMap E)).2 fun A hA =>
      (infoComplete_iff hE).1 hIC A fun i => congrFun hA i
  have h := LinearMap.finrank_le_finrank_of_injective hinj
  simpa [Module.finrank_matrix, pow_two] using h

/-- For a POVM with `d` outcomes on a system of dimension `d ≥ 2`, there are two different
density matrices with the same outcome probabilities. -/
theorem exists_indistinguishable {d : ℕ} (hd : 2 ≤ d)
    {E : Fin d → Matrix (Fin d) (Fin d) ℂ} (hE : IsPOVM E) :
    ∃ ρ σ, IsDensity ρ ∧ IsDensity σ ∧ ρ ≠ σ ∧
      ∀ i, (ρ * E i).trace = (σ * E i).trace := by
  by_contra hcon
  have hIC : InfoComplete E := by
    intro ρ σ hρ hσ hp
    by_contra hne
    exact hcon ⟨ρ, σ, hρ, hσ, hne, hp⟩
  have h := sq_le_outcomes hE hIC
  nlinarith

/-- Four explicit effects on a qubit. -/
def qubitPOVM : Fin 4 → Matrix (Fin 2) (Fin 2) ℂ := fun i =>
  (1 / 6 : ℂ) • (![!![1, 1; 1, 1], !![1, -Complex.I; Complex.I, 1], !![2, 0; 0, 0],
    !![2, -1 + Complex.I; -1 - Complex.I, 4]] : Fin 4 → Matrix (Fin 2) (Fin 2) ℂ) i

/-- The four effects `qubitPOVM` form a POVM. -/
theorem qubitPOVM_isPOVM : IsPOVM qubitPOVM := by
  have h6 : (0 : ℂ) ≤ 1 / 6 := by
    have h := Complex.zero_le_real.mpr (show (0 : ℝ) ≤ 1 / 6 by norm_num)
    push_cast at h
    exact h
  -- each effect is a Gram matrix up to the factor 1/6
  have p0 : (!![1, 1; 1, 1] : Matrix (Fin 2) (Fin 2) ℂ).PosSemidef := by
    convert posSemidef_conjTranspose_mul_self (!![1, 1] : Matrix (Fin 1) (Fin 2) ℂ) using 1
    ext i j
    fin_cases i <;> fin_cases j <;> simp [Matrix.mul_apply]
  have p1 : (!![1, -Complex.I; Complex.I, 1] : Matrix (Fin 2) (Fin 2) ℂ).PosSemidef := by
    convert posSemidef_conjTranspose_mul_self
      (!![1, -Complex.I] : Matrix (Fin 1) (Fin 2) ℂ) using 1
    ext i j
    fin_cases i <;> fin_cases j <;> simp [Matrix.mul_apply]
  have p2 : (!![2, 0; 0, 0] : Matrix (Fin 2) (Fin 2) ℂ).PosSemidef := by
    convert posSemidef_conjTranspose_mul_self
      (!![1, 0; 1, 0] : Matrix (Fin 2) (Fin 2) ℂ) using 1
    ext i j
    fin_cases i <;> fin_cases j <;> simp [Matrix.mul_apply, Fin.sum_univ_succ]
    norm_num
  have p3 : (!![2, -1 + Complex.I; -1 - Complex.I, 4] :
      Matrix (Fin 2) (Fin 2) ℂ).PosSemidef := by
    convert posSemidef_conjTranspose_mul_self
      (!![-1 - Complex.I, 1; 0, 1; 0, 1; 0, 1] : Matrix (Fin 4) (Fin 2) ℂ) using 1
    ext i j
    fin_cases i <;> fin_cases j <;>
      simp [Matrix.mul_apply, Fin.sum_univ_succ, Complex.ext_iff] <;> norm_num
  refine ⟨fun i => PosSemidef.smul ?_ h6, ?_⟩
  · fin_cases i
    exacts [p0, p1, p2, p3]
  · rw [Fin.sum_univ_four]
    ext i j
    fin_cases i <;> fin_cases j <;> simp [qubitPOVM, Complex.ext_iff] <;> norm_num

/-- The four-outcome qubit measurement `qubitPOVM` is a POVM and is informationally
complete. -/
theorem qubitPOVM_witness : IsPOVM qubitPOVM ∧ InfoComplete qubitPOVM := by
  refine ⟨qubitPOVM_isPOVM, (infoComplete_iff qubitPOVM_isPOVM).2 fun A h => ?_⟩
  have key : ∀ M : Matrix (Fin 2) (Fin 2) ℂ, (A * ((1 / 6 : ℂ) • M)).trace = 0 →
      A 0 0 * M 0 0 + A 0 1 * M 1 0 + A 1 0 * M 0 1 + A 1 1 * M 1 1 = 0 := by
    intro M hM
    rw [Matrix.mul_smul, trace_smul, smul_eq_mul] at hM
    have h1 := (mul_eq_zero.mp hM).resolve_left (by norm_num)
    simp only [trace_fin_two, Matrix.mul_apply, Fin.sum_univ_two] at h1
    linear_combination h1
  -- the four linear equations for the entries of A
  have h0 : A 0 0 * 1 + A 0 1 * 1 + A 1 0 * 1 + A 1 1 * 1 = 0 :=
    key !![1, 1; 1, 1] (h 0)
  have h1 : A 0 0 * 1 + A 0 1 * Complex.I + A 1 0 * (-Complex.I) + A 1 1 * 1 = 0 :=
    key !![1, -Complex.I; Complex.I, 1] (h 1)
  have h2 : A 0 0 * 2 + A 0 1 * 0 + A 1 0 * 0 + A 1 1 * 0 = 0 :=
    key !![2, 0; 0, 0] (h 2)
  have h3 : A 0 0 * 2 + A 0 1 * (-1 - Complex.I) + A 1 0 * (-1 + Complex.I)
      + A 1 1 * 4 = 0 :=
    key !![2, -1 + Complex.I; -1 - Complex.I, 4] (h 3)
  have ha : A 0 0 = 0 := by linear_combination (1 / 2) * h2
  have he : A 1 1 = 0 := by linear_combination (1 / 6) * (h0 + h1 + h3 - 2 * h2)
  have hb : A 0 1 = 0 := by
    linear_combination (1 / 2) * h0 - (Complex.I / 2) * h1 + (Complex.I / 2 - 1 / 2) * ha
      + (Complex.I / 2 - 1 / 2) * he + (A 0 1 - A 1 0) / 2 * Complex.I_sq
  have hc : A 1 0 = 0 := by linear_combination h0 - ha - hb - he
  ext i j
  fin_cases i <;> fin_cases j <;> simp [ha, hb, hc, he]

end

end InformationalCompleteness
```

```lean
#print axioms InformationalCompleteness.sq_le_outcomes
#print axioms InformationalCompleteness.exists_indistinguishable
```

```
'InformationalCompleteness.sq_le_outcomes' depends on axioms: [propext, Classical.choice, Quot.sound]
'InformationalCompleteness.exists_indistinguishable' depends on axioms: [propext, Classical.choice, Quot.sound]
```

## How the proof follows the derivation

`isDensity_normalize` divides a positive semidefinite matrix by its trace. Lean's order on ℂ makes a non-negative number real, so the inverse of the trace is also non-negative and the scaled matrix stays positive semidefinite.

`traceless_eq_smul_sub` writes the squares as `(H + 1)ᴴ * (H + 1)` and `(H - 1)ᴴ * (H - 1)`, which gives positivity at once. The tactic `noncomm_ring` expands their difference to 4H. The step `ht` excludes zero trace, the `refine` step supplies the coefficient `P.trace / 4`, the t/4 found above, and the final calculation verifies it.

`infoComplete_iff` contains the passage from states to all matrices. Its inner statement `key` is the Hermitian case, where `hE.sum_eq` yields the vanishing trace. Then `h'` transfers the hypothesis to A†, `hX` and `hY` apply `key` to S and T, and the last calculation reassembles A. The converse takes the difference of two states.

`bornMap` packages the traces as a linear map. In `sq_le_outcomes`, the equivalence makes it injective, and `LinearMap.finrank_le_finrank_of_injective` compares the dimensions. `exists_indistinguishable` argues by contradiction: without such a pair the POVM would be complete, so d² ≤ d, which `nlinarith` refutes for d ≥ 2.

For the qubit, `qubitPOVM_isPOVM` shows positivity by writing each effect, up to the factor 1/6, as a product M†M, and checks the sum entry by entry. `qubitPOVM_witness` then uses the equivalence instead of the Pauli coordinates: the four conditions Tr(A E_i) = 0 become linear equations for the entries of A, and `linear_combination` solves them, first for the diagonal entries and then for the off-diagonal ones.
